# An upper bound on the distance of a planar lattice site from the origin by its shell number

The theorem `siteDist_le` concerns the sites n₁a + n₂b of a planar lattice, with integer labels n₁ and n₂ and real vectors a and b, which need not be linearly independent. It states that the Euclidean distance of a site from the origin is at most the larger of |n₁| and |n₂|, the shell number, times the sum of the absolute values of the four components of a and b. The proof bounds each component of the position by the triangle inequality, and then the Euclidean length by the sum of the absolute values of the two components.

An attempt in Lean 4 with a fault in it:

```lean
import Mathlib

noncomputable section

namespace PlanarLatticeSums

/-- Position of the lattice site with integer labels `n` for primitive vectors `a` and `b`. -/
def site (a b : ℝ × ℝ) (n : ℤ × ℤ) : ℝ × ℝ :=
  (n.1 * a.1 + n.2 * b.1, n.1 * a.2 + n.2 * b.2)

/-- Euclidean distance of the site `n` from the origin. -/
def siteDist (a b : ℝ × ℝ) (n : ℤ × ℤ) : ℝ :=
  √((site a b n).1 ^ 2 + (site a b n).2 ^ 2)

/-- Sum of the absolute values of all components of the primitive vectors. -/
def cellSize (a b : ℝ × ℝ) : ℝ := |a.1| + |a.2| + |b.1| + |b.2|

/-- Number of the square shell of labels to which `n` belongs. -/
def shell (n : ℤ × ℤ) : ℕ := max n.1.natAbs n.2.natAbs

/-- The shell number is the larger of the absolute values of the two labels. -/
theorem shell_cast (n : ℤ × ℤ) : (shell n : ℝ) = max |(n.1 : ℝ)| |(n.2 : ℝ)| := by
  simp [shell]

/-- The distance of a site from the origin is at most the cell size times its shell number. -/
theorem siteDist_le (a b : ℝ × ℝ) (n : ℤ × ℤ) :
    siteDist a b n ≤ cellSize a b * shell n := by
  have h1 : |(n.1 : ℝ)| ≤ shell n := by rw [shell_cast]; exact le_max_left _ _
  have h2 : |(n.2 : ℝ)| ≤ shell n := by rw [shell_cast]; exact le_max_right _ _
  have hcomp : ∀ u v : ℝ, |n.1 * u + n.2 * v| ≤ (|u| + |v|) * shell n := by
    intro u v
    have h : |n.1 * u + n.2 * v| ≤ |n.1 * u| + |n.2 * v| := norm_add_le _ _
    rw [abs_mul, abs_mul] at h
    linarith [mul_le_mul_of_nonneg_right h1 (abs_nonneg u),
      mul_le_mul_of_nonneg_right h2 (abs_nonneg v)]
  have hsqrt : ∀ x y : ℝ, √(x ^ 2 + y ^ 2) ≤ |x| + |y| := by
    intro x y
    refine Real.sqrt_le_iff.2 ⟨by positivity, ?_⟩
    nlinarith [sq_abs x, sq_abs y, mul_nonneg (abs_nonneg x) (abs_nonneg y)]
  refine (hsqrt _ _).trans ?_
  simp only [site, cellSize]
  linarith [hcomp a.1 b.1, hcomp a.2 b.2]

end PlanarLatticeSums
```

The error:

```
Main.lean:32:60: error: Type mismatch
  norm_add_le ?m.127 ?m.128
has type
  ‖?m.127 + ?m.128‖ ≤ ‖?m.127‖ + ‖?m.128‖
but is expected to have type
  |↑n.1 * u + ↑n.2 * v| ≤ |↑n.1 * u| + |↑n.2 * v|
```

What went wrong. The message says that `norm_add_le _ _`, the triangle inequality for norms, was not accepted as a proof of the same inequality for absolute values. On the real numbers the norm is the absolute value, but Lean must first know that real numbers are meant. The goal does not tell it so: a norm is a real number whatever space its argument lies in, and both arguments were left as `_`. With the space open, Lean could not unfold the norm to an absolute value, and the summands stayed undetermined, as `?m.127` and `?m.128` in the message show.

The repair writes out the two summands, with `(n.1 : ℝ)` and `(n.2 : ℝ)` marking the labels as real numbers, and this fixes the space. `simpa only [Real.norm_eq_abs]` then rewrites the norms as absolute values, which gives the stated inequality.

The mended proof, as a diff:

```diff
@@ -30,5 +30,6 @@
   have hcomp : ∀ u v : ℝ, |n.1 * u + n.2 * v| ≤ (|u| + |v|) * shell n := by
     intro u v
-    have h : |n.1 * u + n.2 * v| ≤ |n.1 * u| + |n.2 * v| := norm_add_le _ _
+    have h : |n.1 * u + n.2 * v| ≤ |n.1 * u| + |n.2 * v| := by
+      simpa only [Real.norm_eq_abs] using norm_add_le ((n.1 : ℝ) * u) ((n.2 : ℝ) * v)
     rw [abs_mul, abs_mul] at h
     linarith [mul_le_mul_of_nonneg_right h1 (abs_nonneg u),
```
